# A quartic Landau wall pinned to its bulk values at finite distance costs more than the isolated tanh wall

Let K, b, q and L be positive, and let Q be continuously differentiable on [−L, L] with Q(−L) = −q and Q(L) = q. Then

∫ from −L to L of [ K Q′²/2 + b (Q² − q²)²/4 ] dx > (4q³/3) √(Kb/2).

The right-hand side is the energy of the wall Q(x) = q tanh(κx), with κ = q√(Kb/2)/K, on the infinite line. In a simulation cell described by this one-component, one-dimensional continuum model, fixing the bulk values at the cell ends therefore overestimates the energy of that isolated wall.

```lean
import Mathlib

open Set Filter Topology

namespace LandauPinnedWall

noncomputable section
```

## Profile, energy and wall tension

The order parameter Q could be a polarisation component or the amplitude of a structural distortion. The symmetry Q → −Q relates the two bulk states ±q. The stiffness K sets the cost of spatial variation, and b is the quartic coefficient that keeps the Landau energy bounded below. Expanding b(Q² − q²)²/4 gives the usual form −aQ²/2 + bQ⁴/4 with a = bq², plus a constant that sets the bulk energy to zero. Energies are per unit wall area.

In Lean a profile is a pair of functions, Q and its slope P. `IsProfile L Q P` says that P is continuous on the closed interval and is the derivative of Q there, one-sided at the ends. Values outside [−L, L] play no role.

```lean
/-- `Q` is a continuously differentiable order-parameter profile on `[-L, L]` with slope `P`
(one-sided at the two ends). -/
def IsProfile (L : ℝ) (Q P : ℝ → ℝ) : Prop :=
  ContinuousOn P (Icc (-L) L) ∧
    ∀ x ∈ Icc (-L) L, HasDerivWithinAt Q (P x) (Icc (-L) L) x
```

The energy is the integral of the gradient and double-well terms, with P in the place of Q′.

```lean
/-- For `K, b > 0` and `L ≥ 0`, the Landau energy on `[-L, L]` of a profile `Q` with slope `P`:
gradient energy plus the double-well energy measured from the bulk minima `±q`. -/
def landauEnergy (K b q L : ℝ) (Q P : ℝ → ℝ) : ℝ :=
  ∫ x in (-L)..L, (K * P x ^ 2 / 2 + b * (Q x ^ 2 - q ^ 2) ^ 2 / 4)
```

Write s = √(Kb/2). The constant to be compared with the energy is 4q³s/3.

```lean
/-- For `K, b, q > 0`, the wall energy `(4 q³ / 3) √(K b / 2)`. -/
def wallTension (K b q : ℝ) : ℝ := 4 * q ^ 3 / 3 * Real.sqrt (K * b / 2)
```

The isolated wall is an explicit function, centred at the origin:

Q(x) = q tanh(κx), κ = qs/K.

```lean
/-- For `K, b, q > 0`, the tanh-shaped wall profile centred at the origin. -/
def kink (K b q x : ℝ) : ℝ := q * Real.tanh (q * Real.sqrt (K * b / 2) / K * x)
```

## A term that sees only the end values

By the chain rule,

(q² − Q²) Q′ = d/dx ( q²Q − Q³/3 ),

so that

∫ (q² − Q²) Q′ dx = [ q²Q − Q³/3 ] taken from −L to L.

```lean
/-- The integral of `(q² - Q²) Q'` over `[-L, L]`, `L ≥ 0`, depends only on the end values
of the profile. -/
theorem boundary_term (q : ℝ) {L : ℝ} {Q P : ℝ → ℝ} (hL : 0 ≤ L) (h : IsProfile L Q P) :
    ∫ x in (-L)..L, (q ^ 2 - Q x ^ 2) * P x =
      (q ^ 2 * Q L - Q L ^ 3 / 3) - (q ^ 2 * Q (-L) - Q (-L) ^ 3 / 3) := by
  have hQ : ContinuousOn Q (Icc (-L) L) := fun x hx => (h.2 x hx).continuousWithinAt
  refine intervalIntegral.integral_eq_sub_of_hasDerivAt_of_le
    (f := fun x => q ^ 2 * Q x - Q x ^ 3 / 3) (by linarith)
    ((continuousOn_const.mul hQ).sub ((hQ.pow 3).div_const 3)) ?_
    (((continuousOn_const.sub (hQ.pow 2)).mul h.1).intervalIntegrable_of_Icc (by linarith))
  intro x hx
  have d := (h.2 x ⟨hx.1.le, hx.2.le⟩).hasDerivAt (Icc_mem_nhds hx.1 hx.2)
  exact ((d.const_mul (q ^ 2)).fun_sub ((d.fun_pow 3).div_const 3)).congr_deriv
    (by push_cast; ring)
```

The proof applies the fundamental theorem of calculus in a version that needs continuity on the closed interval and a derivative only inside it. The one-sided derivatives at the ends supply the continuity.

## Completing the square

Since s² = Kb/2,

(KQ′ − s(q² − Q²))²/(2K) = KQ′²/2 − s(q² − Q²)Q′ + b(Q² − q²)²/4.

Moving the cross term to the other side and integrating gives

E = ∫ (KQ′ − s(q² − Q²))²/(2K) dx + s [ q²Q − Q³/3 ] from −L to L.

The first term is a nonnegative mismatch, which measures how far the profile is from obeying KQ′ = s(q² − Q²). The second is fixed by the end values.

```lean
/-- For `K, b > 0` and `L ≥ 0`, the Landau energy is the integral of a squared mismatch in the
first-order wall equation plus a term fixed by the end values. -/
theorem energy_eq_mismatch_add_boundary {K b L : ℝ} (q : ℝ) {Q P : ℝ → ℝ}
    (hK : 0 < K) (hb : 0 < b) (hL : 0 ≤ L) (h : IsProfile L Q P) :
    landauEnergy K b q L Q P =
      (∫ x in (-L)..L,
        (K * P x - Real.sqrt (K * b / 2) * (q ^ 2 - Q x ^ 2)) ^ 2 / (2 * K)) +
      Real.sqrt (K * b / 2) *
        ((q ^ 2 * Q L - Q L ^ 3 / 3) - (q ^ 2 * Q (-L) - Q (-L) ^ 3 / 3)) := by
  have hQ : ContinuousOn Q (Icc (-L) L) := fun x hx => (h.2 x hx).continuousWithinAt
  have hr : ContinuousOn (fun x => q ^ 2 - Q x ^ 2) (Icc (-L) L) :=
    continuousOn_const.sub (hQ.pow 2)
  have hs : Real.sqrt (K * b / 2) ^ 2 = K * b / 2 := Real.sq_sqrt (by positivity)
  have i1 : IntervalIntegrable (fun x =>
      (K * P x - Real.sqrt (K * b / 2) * (q ^ 2 - Q x ^ 2)) ^ 2 / (2 * K))
      MeasureTheory.volume (-L) L :=
    ((((continuousOn_const.mul h.1).sub (continuousOn_const.mul hr)).pow 2).div_const
      (2 * K)).intervalIntegrable_of_Icc (by linarith)
  have i2 : IntervalIntegrable (fun x =>
      Real.sqrt (K * b / 2) * ((q ^ 2 - Q x ^ 2) * P x)) MeasureTheory.volume (-L) L :=
    (continuousOn_const.mul (hr.mul h.1)).intervalIntegrable_of_Icc (by linarith)
  rw [← boundary_term q hL h, ← intervalIntegral.integral_const_mul,
    ← intervalIntegral.integral_add i1 i2]
  unfold landauEnergy
  refine intervalIntegral.integral_congr (fun x _ => ?_)
  -- completing the square in the energy density
  have sq : (K * P x - Real.sqrt (K * b / 2) * (q ^ 2 - Q x ^ 2)) ^ 2 / (2 * K) =
      K * P x ^ 2 / 2 - Real.sqrt (K * b / 2) * ((q ^ 2 - Q x ^ 2) * P x)
        + b * (Q x ^ 2 - q ^ 2) ^ 2 / 4 := by
    rw [div_eq_iff (by positivity)]
    linear_combination (q ^ 2 - Q x ^ 2) ^ 2 * hs
  rw [sq]
  ring
```

The local statement `sq` is the pointwise identity, and `linear_combination` uses `hs`, which is s² = Kb/2. The facts `i1` and `i2` provide the integrability needed to split the integral.

## A profile that starts at −q without mismatch stays there

For pinned ends the boundary term is already 4q³s/3, so strictness requires a positive mismatch integral. Suppose that KQ′ = s(q² − Q²) holds throughout the interval and Q(−L) = −q. Separating variables would divide by q² − Q², which vanishes at the starting point. Instead, factor the equation:

(Q + q)′ = g (Q + q), g = (s/K)(q − Q).

The function g is continuous on a closed interval, so g ≤ M for some constant M. Put D(y) = (Q(y) + q)² exp(−2My). Then

D′ = 2(g − M) D ≤ 0.

Thus D is nonincreasing, starts at zero and is never negative. It is zero everywhere, and Q = −q on the whole interval.

```lean
/-- For `K > 0`, a profile that obeys `K Q' = s (q² - Q²)` and starts at the bulk value `-q`
stays at `-q` throughout the interval. -/
theorem stays_in_bulk {K s q L : ℝ} {Q P : ℝ → ℝ} (hK : 0 < K) (h : IsProfile L Q P)
    (hode : ∀ x ∈ Icc (-L) L, K * P x = s * (q ^ 2 - Q x ^ 2)) (h0 : Q (-L) = -q) :
    ∀ x ∈ Icc (-L) L, Q x = -q := by
  intro x hx
  have hQ : ContinuousOn Q (Icc (-L) L) := fun y hy => (h.2 y hy).continuousWithinAt
  have hg : ContinuousOn (fun y => s / K * (q - Q y)) (Icc (-L) L) :=
    continuousOn_const.mul (continuousOn_const.sub hQ)
  obtain ⟨M, hM⟩ : ∃ M, ∀ y ∈ Icc (-L) L, ‖s / K * (q - Q y)‖ ≤ M :=
    isCompact_Icc.exists_bound_of_continuousOn hg
  -- the squared deviation from the bulk, damped by an exponential, cannot grow
  have hd : ∀ y ∈ Ioo (-L) L, HasDerivAt (fun y => (Q y + q) ^ 2 * Real.exp (-(2 * M * y)))
      (2 * (s / K * (q - Q y) - M) * ((Q y + q) ^ 2 * Real.exp (-(2 * M * y)))) y := by
    intro y hy
    have hy' : y ∈ Icc (-L) L := ⟨hy.1.le, hy.2.le⟩
    have d := (h.2 y hy').hasDerivAt (Icc_mem_nhds hy.1 hy.2)
    have e := ((hasDerivAt_id' y).const_mul (2 * M)).fun_neg.exp
    have hP : P y = s * (q ^ 2 - Q y ^ 2) / K := by
      rw [eq_div_iff hK.ne']
      linarith [hode y hy']
    refine (((d.add_const q).fun_pow 2).fun_mul e).congr_deriv ?_
    rw [hP]
    push_cast
    ring
  have anti : AntitoneOn (fun y => (Q y + q) ^ 2 * Real.exp (-(2 * M * y))) (Icc (-L) L) := by
    refine antitoneOn_of_deriv_nonpos (convex_Icc _ _) ?_ ?_ ?_
    · exact ((hQ.add continuousOn_const).pow 2).mul
        (Continuous.continuousOn (by fun_prop))
    · intro y hy
      rw [interior_Icc] at hy
      exact (hd y hy).differentiableAt.differentiableWithinAt
    · intro y hy
      rw [interior_Icc] at hy
      rw [(hd y hy).deriv]
      have hb : s / K * (q - Q y) ≤ M :=
        (le_abs_self _).trans (hM y ⟨hy.1.le, hy.2.le⟩)
      exact mul_nonpos_of_nonpos_of_nonneg (by linarith) (by positivity)
  have hle := anti (left_mem_Icc.2 (hx.1.trans hx.2)) hx hx.1
  simp only [h0, neg_add_cancel, ne_eq, OfNat.ofNat_ne_zero, not_false_eq_true, zero_pow,
    zero_mul] at hle
  have hz : Q x + q = 0 := by
    by_contra hne
    have hp : 0 < (Q x + q) ^ 2 := (sq_nonneg _).lt_of_ne' (pow_ne_zero 2 hne)
    linarith [mul_pos hp (Real.exp_pos (-(2 * M * x)))]
  linarith
```

Here `hM` is the bound on g, `hd` computes D′, and `anti` turns its sign into monotonicity. The lemma holds for any real s, not only for √(Kb/2).

## The strict inequality for pinned ends

A pinned wall must reach Q(L) = q, which differs from −q because q > 0. By the previous step, its mismatch is positive at some point. The mismatch is continuous and nonnegative, so its integral is positive. The boundary term is

s [ (q³ − q³/3) − (−q³ + q³/3) ] = 4q³s/3,

and therefore E > 4q³s/3.

```lean
/-- For `K, b, q, L > 0`, a continuously differentiable profile pinned to the bulk values `-q`
at `-L` and `q` at `L` has Landau energy strictly above `(4 q³ / 3) √(K b / 2)`. -/
theorem wallTension_lt_pinned_energy {K b q L : ℝ} {Q P : ℝ → ℝ}
    (hK : 0 < K) (hb : 0 < b) (hq : 0 < q) (hL : 0 < L) (h : IsProfile L Q P)
    (hl : Q (-L) = -q) (hr : Q L = q) :
    wallTension K b q < landauEnergy K b q L Q P := by
  have hQ : ContinuousOn Q (Icc (-L) L) := fun x hx => (h.2 x hx).continuousWithinAt
  have pos : 0 < ∫ x in (-L)..L,
      (K * P x - Real.sqrt (K * b / 2) * (q ^ 2 - Q x ^ 2)) ^ 2 / (2 * K) := by
    refine intervalIntegral.integral_pos (by linarith)
      ((((continuousOn_const.mul h.1).sub (continuousOn_const.mul
        (continuousOn_const.sub (hQ.pow 2)))).pow 2).div_const (2 * K))
      (fun x _ => by positivity) ?_
    -- without any mismatch the profile could never leave the bulk value `-q`
    by_contra hno
    have hode : ∀ x ∈ Icc (-L) L,
        K * P x = Real.sqrt (K * b / 2) * (q ^ 2 - Q x ^ 2) := by
      intro x hx
      by_contra hne
      exact hno ⟨x, hx, div_pos
        ((sq_nonneg _).lt_of_ne' (pow_ne_zero 2 (sub_ne_zero.2 hne))) (by linarith)⟩
    have hend := stays_in_bulk hK h hode hl L (right_mem_Icc.2 (by linarith))
    linarith
  have split := energy_eq_mismatch_add_boundary q hK hb hL.le h
  rw [hl, hr] at split
  rw [split]
  unfold wallTension
  linarith
```

In words, `wallTension_lt_pinned_energy` takes positive K, b, q and L, any profile in the sense of `IsProfile`, and the two end conditions `hl` and `hr`. It concludes that the energy of that profile lies strictly above the wall tension. The profile need not be monotone, odd or relaxed. The theorem bounds each profile separately; it gives neither the size of the excess nor a minimising profile.

In the proof, `pos` is the positivity of the mismatch integral, obtained by contradiction from `stays_in_bulk`, and `split` is the completed square with the end values inserted.

In an actual calculation of a wall energy, one may hold Q at ±q at the ends of a cell of length 2L and relax the interior, starting from the linear ramp Q = qx/L. The ramp has energy

E = Kq²/L + 4bq⁴L/15.

Even at the most favourable L this equals 4q³√(Kb/15), which is √(6/5) times the wall tension, or about 9.5% too high. Relaxing the interior lowers the energy, but in the continuum model every continuously differentiable profile reached on the way still lies above 4q³s/3. The excess is exactly the mismatch integral.

## The tanh wall has no mismatch

With Q = q tanh(κx) and tanh′ = 1 − tanh²,

KQ′ = Kqκ (1 − tanh²(κx)) = s (q² − Q²).

```lean
/-- For `K > 0` the tanh wall is differentiable and satisfies the first-order wall equation
`K Q' = √(K b / 2) (q² - Q²)`. -/
theorem kink_first_order {K : ℝ} (b q : ℝ) (hK : 0 < K) (x : ℝ) :
    DifferentiableAt ℝ (kink K b q) x ∧
      K * deriv (kink K b q) x = Real.sqrt (K * b / 2) * (q ^ 2 - kink K b q x ^ 2) := by
  have ht : ∀ y, HasDerivAt Real.tanh (1 - Real.tanh y ^ 2) y := by
    intro y
    have hc := (Real.cosh_pos y).ne'
    have e : Real.tanh = fun z => Real.sinh z / Real.cosh z :=
      funext Real.tanh_eq_sinh_div_cosh
    have h1 : HasDerivAt Real.tanh ((Real.cosh y * Real.cosh y - Real.sinh y * Real.sinh y)
        / Real.cosh y ^ 2) y := by
      rw [e]
      exact (Real.hasDerivAt_sinh y).fun_div (Real.hasDerivAt_cosh y) hc
    refine h1.congr_deriv ?_
    rw [Real.tanh_eq_sinh_div_cosh, div_pow, sub_div, ← sq, ← sq,
      div_self (pow_ne_zero 2 hc)]
  have hlin := (hasDerivAt_id' x).const_mul (q * Real.sqrt (K * b / 2) / K)
  have hk : HasDerivAt (kink K b q) _ x :=
    ((ht (q * Real.sqrt (K * b / 2) / K * x)).comp x hlin).const_mul q
  refine ⟨hk.differentiableAt, ?_⟩
  rw [hk.deriv]
  unfold kink
  field_simp
```

The derivative of tanh is obtained from sinh/cosh by the quotient rule. The theorem uses Lean's actual derivative `deriv (kink K b q)`, so no slope is supplied by hand.

## Energy of the tanh wall in a finite window

The mismatch vanishes, and only the boundary term remains. Write u = q tanh(κL) for the value at the right edge. The profile is odd, so its value at the left edge is −u, and

E(L) = 2s (q²u − u³/3).

```lean
/-- For `K, b > 0` and `L ≥ 0`, the energy of the tanh wall inside the window `[-L, L]` is
fixed by its value at the edge `L`. -/
theorem kink_window_energy {K b L : ℝ} (q : ℝ) (hK : 0 < K) (hb : 0 < b) (hL : 0 ≤ L) :
    landauEnergy K b q L (kink K b q) (deriv (kink K b q)) =
      2 * Real.sqrt (K * b / 2) * (q ^ 2 * kink K b q L - kink K b q L ^ 3 / 3) := by
  have hode := kink_first_order b q hK
  have hc : Continuous (kink K b q) :=
    continuous_iff_continuousAt.2 fun x => (hode x).1.continuousAt
  have hd : deriv (kink K b q) =
      fun x => Real.sqrt (K * b / 2) * (q ^ 2 - kink K b q x ^ 2) / K := by
    funext x
    rw [eq_div_iff hK.ne']
    linarith [(hode x).2]
  have hp : IsProfile L (kink K b q) (deriv (kink K b q)) := by
    refine ⟨?_, fun x _ => (hode x).1.hasDerivAt.hasDerivWithinAt⟩
    rw [hd]
    exact ((continuous_const.mul (continuous_const.sub (hc.pow 2))).div_const K).continuousOn
  have odd : kink K b q (-L) = -kink K b q L := by
    simp only [kink, mul_neg, Real.tanh_neg]
  rw [energy_eq_mismatch_add_boundary q hK hb hL hp, odd]
  simp only [(hode _).2, sub_self, ne_eq, OfNat.ofNat_ne_zero, not_false_eq_true, zero_pow,
    zero_div, intervalIntegral.integral_zero]
  ring
```

For q > 0 and finite L, u is less than q and this energy is below 4q³s/3. That agrees with the strict inequality above, because the tanh wall has not reached its bulk values at the window edges and so is not pinned there. Cutting the isolated wall off at ±L and forcing the bulk values at ±L thus err in opposite directions.

## The limit of an infinite window

Since cosh y − sinh y = exp(−y) and cosh y ≥ 1,

1 − exp(−y) ≤ tanh y ≤ 1.

Hence tanh y → 1 as y → ∞. As κ > 0, u → q as L → ∞, and

E(L) → 2s (q³ − q³/3) = 4q³s/3.

```lean
/-- For `K, b, q > 0`, the energy of the tanh wall in the window `[-L, L]` tends to
`(4 q³ / 3) √(K b / 2)` as the window grows to the whole line. -/
theorem isolated_wall_energy {K b q : ℝ} (hK : 0 < K) (hb : 0 < b) (hq : 0 < q) :
    Tendsto (fun L => landauEnergy K b q L (kink K b q) (deriv (kink K b q)))
      atTop (𝓝 (wallTension K b q)) := by
  -- squeeze tanh between `1 - exp (-y)` and `1`
  have ht : Tendsto Real.tanh atTop (𝓝 1) := by
    have lo : Tendsto (fun y : ℝ => 1 - Real.exp (-y)) atTop (𝓝 1) := by
      simpa using Real.tendsto_exp_neg_atTop_nhds_zero.const_sub 1
    refine tendsto_of_tendsto_of_tendsto_of_le_of_le lo tendsto_const_nhds ?_ ?_
    · intro y
      dsimp only
      rw [Real.tanh_eq_sinh_div_cosh, le_div_iff₀ (Real.cosh_pos y)]
      nlinarith [Real.cosh_sub_sinh y, Real.one_le_cosh y, Real.exp_pos (-y)]
    · intro y
      dsimp only
      rw [Real.tanh_eq_sinh_div_cosh, div_le_iff₀ (Real.cosh_pos y)]
      linarith [Real.cosh_sub_sinh y, Real.exp_pos (-y)]
  have hk : 0 < q * Real.sqrt (K * b / 2) / K := by positivity
  have hu : Tendsto (fun L => kink K b q L) atTop (𝓝 q) := by
    have h1 := (ht.comp (Filter.Tendsto.const_mul_atTop hk tendsto_id)).const_mul q
    rw [mul_one] at h1
    exact h1
  have hlim := ((hu.const_mul (q ^ 2)).sub ((hu.pow 3).div_const 3)).const_mul
    (2 * Real.sqrt (K * b / 2))
  have hval : 2 * Real.sqrt (K * b / 2) * (q ^ 2 * q - q ^ 3 / 3) = wallTension K b q := by
    unfold wallTension
    ring
  rw [hval] at hlim
  refine hlim.congr' ?_
  filter_upwards [eventually_ge_atTop (0 : ℝ)] with L hL
  exact (kink_window_energy q hK hb hL).symm

end

end LandauPinnedWall
```

The squeeze is `ht`, the limit of the edge value is `hu`, and `hval` evaluates the limiting expression. The closed form holds for L ≥ 0, which is enough for a limit at infinity.

This theorem gives "isolated-wall energy" its meaning here: the limit of the tanh wall's energy over symmetric windows. It does not compare the tanh wall with other profiles on the infinite line. The model also leaves out thermal fluctuations, coupling to strain or electric fields, and order parameters with several components.

```lean
#print axioms LandauPinnedWall.wallTension_lt_pinned_energy
#print axioms LandauPinnedWall.isolated_wall_energy
```

```
'LandauPinnedWall.wallTension_lt_pinned_energy' depends on axioms: [propext, Classical.choice, Quot.sound]
'LandauPinnedWall.isolated_wall_energy' depends on axioms: [propext, Classical.choice, Quot.sound]
```
